# Only boundary bonds enter the commutator of a region's particle number with the Bose-Hubbard Hamiltonian

## Diagonalising at fixed particle number

An exact diagonalisation of the Bose-Hubbard model usually starts by fixing the total number of bosons and building the Hamiltonian only in the occupation states with that number. Even a single site has infinitely many occupation states, but on a finite lattice each fixed-number sector is finite. The restriction is legitimate because the total number $N$ commutes with the Hamiltonian $H$: if $N\psi = n\psi$, then $N(H\psi) = H(N\psi) = n\,H\psi$, so $H$ never leads out of the sector.

The number on one site, or in part of the lattice, is generally not conserved, since bosons hop in and out. A local commutator says which hopping terms are responsible, and conservation of the total follows by summing it.

## The Hamiltonian and its conventions

Let $a_i$ annihilate and $b_i$ create a boson on site $i$; textbooks write $a_i^\dagger$ for $b_i$. With $N_i = b_i a_i$, the Hamiltonian is

$$H = -T + V,\qquad T=\sum_{i,j} t_{ij}\, b_i a_j,\qquad V=\sum_i U_i N_i(N_i-1).$$

The coefficient $t_{ij}$ is the amplitude for a hop from $j$ to $i$. The sum runs over all ordered pairs, so a diagonal entry $t_{ii}$ contributes a site energy $-t_{ii}$. There is no factor $1/2$ in $V$: $U_i$ is half the usual textbook interaction constant.

The operators are assumed to satisfy

$$[a_i,b_j]=\delta_{ij},\qquad [a_i,a_j]=0,\qquad [b_i,b_j]=0.$$

Physically, the particles are bosons and the site orbitals are orthonormal.

## What is stated, for a site, a region and the lattice

Define the exchange operator of a pair of sites by

$$B_{ij}=t_{ij}\,b_i a_j-t_{ji}\,b_j a_i .$$

For every site $i$ and every set $S$ of sites, with $N_S=\sum_{i\in S}N_i$,

$$[N_i,H]=-\sum_j B_{ij},\qquad [N_S,H]=-\sum_{i\in S}\sum_{j\notin S}B_{ij}.$$

When $S$ is the whole lattice the second right-hand side is empty, and the total number commutes with $H$.

In Lean, `ι` is the finite set of sites, `R` the commutative ring of coefficients and `A` an algebra over `R` that contains the operators. For the physical model, take `R` to be the complex numbers. The structure `IsBoseModes a b` collects the three commutation relations, with `if i = j then 1 else 0` as the Kronecker delta. The definitions `number`, `hopping`, `interaction`, `hamiltonian` and `bondExchange` are $N_i$, $T$, $V$, $H$ and $B_{ij}$. Commutators are written out as differences of products, `Sᶜ` is the complement of `S`, and `Commute x y` means $xy=yx$.

Neither $b_i=a_i^\dagger$ nor a Hermitian $H$ is required, so `t` and `U` are arbitrary. Terms that create or remove bosons, such as a coherent drive, are absent from $H$. Matrices with a cut-off on the site occupation violate $[a_i,b_i]=1$, so the theorems here do not cover them. The site and region formulas nevertheless hold for the usual truncated matrices, because these still satisfy $[N_i,b_j]=\delta_{ij}b_j$ and $[N_i,a_j]=-\delta_{ij}a_j$, and the rest of the derivation below uses only these two relations.

The results are algebraic. To read them as statements about time evolution, one also needs a Hermitian $H$ and the Heisenberg equation, which is not formalised here. The finite-matrix version is enough, because $H$, $N_i$ and $B_{ij}$ all preserve the total number and can be restricted to one fixed-number sector at a time. With $\tau$ for time and $\mathrm{i}$ for the imaginary unit, the Heisenberg equation turns the site formula into the balance equation $dN_i/d\tau=(\mathrm{i}/\hbar)\sum_j B_{ij}$.

## From the commutation relations to the boundary terms

Adding and subtracting $b_i b_j a_i$ gives

$$[N_i,b_j]=b_i[a_i,b_j]+[b_i,b_j]a_i=\delta_{ij}b_j .$$

In the same way,

$$[N_i,a_j]=b_i[a_i,a_j]-[a_j,b_i]a_i=-\delta_{ij}a_j .$$

The product rule then gives, for a hop from $k$ to $j$,

$$[N_i,b_j a_k]=[N_i,b_j]a_k+b_j[N_i,a_k]=(\delta_{ij}-\delta_{ik})\,b_j a_k .$$

For $j=k$ the two deltas cancel, so $[N_i,N_j]=0$. Hence $N_i$ commutes with each $N_j(N_j-1)$ and with $V$. Only the hopping remains:

$$[N_i,T]=\sum_{j,k}t_{jk}(\delta_{ij}-\delta_{ik})\,b_j a_k
=\sum_k t_{ik}\,b_i a_k-\sum_j t_{ji}\,b_j a_i=\sum_j B_{ij}.$$

The minus sign in $H=-T+V$ gives the site formula.

Now sum over $i\in S$ and split the sum over $j$ into sites inside and outside $S$. The inside part is

$$\sum_{i,j\in S}t_{ij}\,b_i a_j-\sum_{i,j\in S}t_{ji}\,b_j a_i=0,$$

because exchanging the names $i$ and $j$ turns the second sum into the first. The terms with $j\notin S$ are left.

## Two amplitudes on each bond

It is easy to factor out one amplitude and write $t_{ij}(b_i a_j-b_j a_i)$ for the exchange operator. This is correct for symmetric hopping, but not for complex hopping with $t_{ji}=t_{ij}^*$, as in a lattice with a magnetic flux. Summed over all sites, the wrong expression leaves $\sum_{i,j}(t_{ij}-t_{ji})\,b_i a_j$, and the total number would appear not to be conserved.

## One boson on two sites

The commutation relations have a concrete realisation on polynomials with one variable $X_i$ per site: $a_i$ is $\partial/\partial X_i$ and $b_i$ is multiplication by $X_i$. The constant $1$ is the vacuum and $X_j$ is the state with one boson on site $j$. A monomial $X_j^n$ corresponds to $\sqrt{n!}$ times the normalised state, so the one-boson states need no correction.

For $i\neq j$, $N_iX_j=0$, while $HX_j=-\sum_k t_{kj}X_k$, since the interaction vanishes on a single boson. Therefore

$$[N_i,H]X_j=N_iHX_j=-t_{ij}X_i .$$

A non-zero amplitude $t_{ij}$ thus prevents $N_i$ from commuting with $H$ in this realisation.

## The Lean file

```lean
import Mathlib

open MvPolynomial

namespace BoseHubbardContinuity

noncomputable section

variable {ι R A : Type*} [CommRing R] [Ring A] [Algebra R A]

/-- The canonical commutation relations for bosonic annihilators `a i` and creators `b i`. -/
structure IsBoseModes [DecidableEq ι] (a b : ι → A) : Prop where
  ab : ∀ i j, a i * b j - b j * a i = if i = j then 1 else 0
  aa : ∀ i j, a i * a j = a j * a i
  bb : ∀ i j, b i * b j = b j * b i

/-- The number operator `N_i = b_i a_i` of site `i`. -/
def number (a b : ι → A) (i : ι) : A := b i * a i

/-- The hopping operator `∑ t_ij b_i a_j`. -/
def hopping [Fintype ι] (t : ι → ι → R) (a b : ι → A) : A :=
  ∑ i, ∑ j, t i j • (b i * a j)

/-- The on-site interaction `∑ U_i N_i (N_i - 1)`. -/
def interaction [Fintype ι] (U : ι → R) (a b : ι → A) : A :=
  ∑ i, U i • (number a b i * (number a b i - 1))

/-- The Bose-Hubbard Hamiltonian: minus the hopping operator plus the on-site interaction. -/
def hamiltonian [Fintype ι] (t : ι → ι → R) (U : ι → R) (a b : ι → A) : A :=
  -hopping t a b + interaction U a b

/-- The exchange operator `t_ij b_i a_j - t_ji b_j a_i` of the bond between `i` and `j`. -/
def bondExchange (t : ι → ι → R) (a b : ι → A) (i j : ι) : A :=
  t i j • (b i * a j) - t j i • (b j * a i)

section Algebra

variable [DecidableEq ι] {a b : ι → A}

/-- For bosonic modes, `[N_i, b_j] = δ_ij b_j`. -/
theorem number_create (h : IsBoseModes a b) (i j : ι) :
    number a b i * b j - b j * number a b i = if i = j then b j else 0 := by
  calc number a b i * b j - b j * number a b i
      = b i * (a i * b j - b j * a i) + (b i * b j - b j * b i) * a i := by
        unfold number
        noncomm_ring
    _ = _ := by
        rw [h.ab, h.bb i j, sub_self]
        by_cases e : i = j
        · subst e; simp
        · simp [e]

/-- For bosonic modes, `[N_i, a_j] = -δ_ij a_j`. -/
theorem number_annihilate (h : IsBoseModes a b) (i j : ι) :
    number a b i * a j - a j * number a b i = -(if i = j then a j else 0) := by
  calc number a b i * a j - a j * number a b i
      = b i * (a i * a j - a j * a i) - (a j * b i - b i * a j) * a i := by
        unfold number
        noncomm_ring
    _ = _ := by
        rw [h.aa i j, sub_self, h.ab j i]
        by_cases e : i = j
        · subst e; simp
        · simp [e, Ne.symm e]

/-- For bosonic modes, a hop from `k` to `j` obeys
`[N_i, b_j a_k] = (δ_ij - δ_ik) b_j a_k`. -/
theorem number_hop (h : IsBoseModes a b) (i j k : ι) :
    number a b i * (b j * a k) - b j * a k * number a b i =
      (if i = j then b j * a k else 0) - (if i = k then b j * a k else 0) := by
  calc number a b i * (b j * a k) - b j * a k * number a b i
      = (number a b i * b j - b j * number a b i) * a k
        + b j * (number a b i * a k - a k * number a b i) := by noncomm_ring
    _ = _ := by
        rw [number_create h, number_annihilate h]
        split_ifs <;> simp

/-- The number operators of any two sites commute for bosonic modes. -/
theorem number_commute (h : IsBoseModes a b) (i j : ι) :
    Commute (number a b i) (number a b j) :=
  sub_eq_zero.mp ((number_hop h i j j).trans (sub_self _))

variable [Fintype ι]

/-- For bosonic modes, the commutator of a site's number operator with the Bose-Hubbard
Hamiltonian is `[N_i, H] = -∑_j (t_ij b_i a_j - t_ji b_j a_i)`. -/
theorem number_hamiltonian (h : IsBoseModes a b) (t : ι → ι → R) (U : ι → R) (i : ι) :
    number a b i * hamiltonian t U a b - hamiltonian t U a b * number a b i =
      -∑ j, bondExchange t a b i j := by
  -- the interaction is a function of commuting number operators
  have hU : number a b i * interaction U a b = interaction U a b * number a b i := by
    have hc : Commute (number a b i) (interaction U a b) := by
      unfold interaction
      refine Commute.sum_right _ _ _ fun k _ => Commute.smul_right ?_ _
      have c := number_commute h i k
      exact c.mul_right (c.sub_right (Commute.one_right _))
    exact hc
  -- in the hopping only the bonds at site `i` survive
  have hT : number a b i * hopping t a b - hopping t a b * number a b i =
      ∑ j, bondExchange t a b i j := by
    unfold hopping
    simp only [Finset.mul_sum, Finset.sum_mul, ← Finset.sum_sub_distrib, mul_smul_comm,
      smul_mul_assoc, ← smul_sub, number_hop h]
    simp only [bondExchange, smul_sub, Finset.sum_sub_distrib, smul_ite, smul_zero]
    congr 1
    · rw [Finset.sum_comm]
      simp
    · simp
  calc number a b i * hamiltonian t U a b - hamiltonian t U a b * number a b i
      = -(number a b i * hopping t a b - hopping t a b * number a b i)
        + (number a b i * interaction U a b - interaction U a b * number a b i) := by
        unfold hamiltonian
        noncomm_ring
    _ = _ := by rw [hT, hU, sub_self, add_zero]

/-- For bosonic modes, the commutator of the particle number in a region `S` with the
Bose-Hubbard Hamiltonian contains only the bonds between `S` and its complement. -/
theorem region_hamiltonian (h : IsBoseModes a b) (t : ι → ι → R) (U : ι → R)
    (S : Finset ι) :
    (∑ i ∈ S, number a b i) * hamiltonian t U a b
      - hamiltonian t U a b * (∑ i ∈ S, number a b i) =
      -∑ i ∈ S, ∑ j ∈ Sᶜ, bondExchange t a b i j := by
  -- exchange terms inside the region cancel in pairs
  have hin : ∑ i ∈ S, ∑ j ∈ S, bondExchange t a b i j = 0 := by
    simp only [bondExchange, Finset.sum_sub_distrib]
    exact sub_eq_zero.mpr Finset.sum_comm
  have hsplit : ∑ i ∈ S, ∑ j, bondExchange t a b i j =
      ∑ i ∈ S, ∑ j ∈ Sᶜ, bondExchange t a b i j := by
    simp only [← Finset.sum_add_sum_compl S, Finset.sum_add_distrib]
    rw [hin, zero_add]
  rw [Finset.sum_mul, Finset.mul_sum, ← Finset.sum_sub_distrib,
    Finset.sum_congr rfl fun i _ => number_hamiltonian h t U i,
    Finset.sum_neg_distrib, hsplit]

/-- The total particle number of bosonic modes commutes with the Bose-Hubbard Hamiltonian. -/
theorem total_number_conserved (h : IsBoseModes a b) (t : ι → ι → R) (U : ι → R) :
    Commute (∑ i, number a b i) (hamiltonian t U a b) := by
  have h1 := region_hamiltonian h t U Finset.univ
  simp only [Finset.compl_univ, Finset.sum_empty, Finset.sum_const_zero, neg_zero] at h1
  exact sub_eq_zero.mp h1

end Algebra

/-- Annihilation on polynomials: the partial derivative in the variable of site `i`. -/
def polyA (R : Type*) [CommRing R] (i : ι) : Module.End R (MvPolynomial ι R) :=
  (pderiv i : Derivation R (MvPolynomial ι R) (MvPolynomial ι R)).toLinearMap

/-- Creation on polynomials: multiplication by the variable of site `i`. -/
def polyB (R : Type*) [CommRing R] (i : ι) : Module.End R (MvPolynomial ι R) :=
  LinearMap.mulLeft R (X i)

/-- Partial derivatives and multiplications by the variables satisfy the canonical
commutation relations on polynomials. -/
theorem isBoseModes_witness [DecidableEq ι] :
    IsBoseModes (polyA R : ι → Module.End R (MvPolynomial ι R)) (polyB R) where
  ab i j := by
    refine LinearMap.ext fun p => ?_
    change pderiv i (X j * p) - X j * pderiv i p = _
    rw [Derivation.leibniz, pderiv_X]
    by_cases e : i = j
    · subst e; simp
    · simp [e, Ne.symm e]
  aa i j := by
    -- the commutator of two derivations is a derivation, so the variables decide
    have hc : ⁅(pderiv i : Derivation R (MvPolynomial ι R) (MvPolynomial ι R)),
        (pderiv j : Derivation R (MvPolynomial ι R) (MvPolynomial ι R))⁆ = 0 := by
      refine derivation_ext fun k => ?_
      simp only [Derivation.commutator_apply, pderiv_X, Pi.single_apply]
      split_ifs <;> simp
    refine LinearMap.ext fun p => ?_
    have hp := congrArg (fun D => D p) hc
    simp only [Derivation.commutator_apply, Derivation.zero_apply] at hp
    exact sub_eq_zero.mp hp
  bb i j := by
    refine LinearMap.ext fun p => ?_
    change X i * (X j * p) = X j * (X i * p)
    ring

/-- On polynomials, for distinct sites `i` and `j`, the commutator `[N_i, H]` sends the
one-boson state `X_j` to `-t_ij X_i`. -/
theorem number_hamiltonian_one_boson [DecidableEq ι] [Fintype ι] (t : ι → ι → R)
    (U : ι → R) {i j : ι} (hij : i ≠ j) :
    (number (polyA R) (polyB R) i * hamiltonian t U (polyA R) (polyB R)
      - hamiltonian t U (polyA R) (polyB R) * number (polyA R) (polyB R) i)
      (X j : MvPolynomial ι R) = -(t i j • (X i : MvPolynomial ι R)) := by
  have key : ∀ k, bondExchange t (polyA R) (polyB R) i k (X j : MvPolynomial ι R) =
      if j = k then t i k • (X i : MvPolynomial ι R) else 0 := by
    intro k
    change t i k • ((X i : MvPolynomial ι R) * pderiv (R := R) k (X j))
      - t k i • ((X k : MvPolynomial ι R) * pderiv (R := R) i (X j)) = _
    simp only [pderiv_X, Pi.single_apply, if_neg hij.symm]
    split_ifs <;> simp
  rw [number_hamiltonian isBoseModes_witness, LinearMap.neg_apply, LinearMap.sum_apply]
  simp only [key, Finset.sum_ite_eq, Finset.mem_univ, if_true]

end

end BoseHubbardContinuity
```

```lean
#print axioms BoseHubbardContinuity.region_hamiltonian
#print axioms BoseHubbardContinuity.total_number_conserved
#print axioms BoseHubbardContinuity.number_hamiltonian_one_boson
```

```
'BoseHubbardContinuity.region_hamiltonian' depends on axioms: [propext, Classical.choice, Quot.sound]
'BoseHubbardContinuity.total_number_conserved' depends on axioms: [propext, Classical.choice, Quot.sound]
'BoseHubbardContinuity.number_hamiltonian_one_boson' depends on axioms: [propext, Classical.choice, Quot.sound]
```

## How the Lean proof is built

**Commutators with one operator and with a hop.** `number_create` and `number_annihilate` are the first two commutators of the derivation. In each, `noncomm_ring` checks the regrouping of the products, and the commutation relations are then inserted by rewriting. `number_hop` applies the product rule in the same style, and `split_ifs` runs through the cases of the two deltas. `number_commute` is its special case $j=k$.

**The site formula.** The proof of `number_hamiltonian` has two parts. In `hU`, the lemmas on `Commute` carry commutation from the single number operators through products, differences, scalar multiples and sums up to $V$. In `hT`, the commutator is moved inside the double sum and `number_hop` is applied to each term. The difference is then treated as two separate sums. In the first, the delta fixes the outer index, so `Finset.sum_comm` exchanges the order of summation before `simp` collapses it; in the second, the delta already fixes the inner index. A last calculation combines the parts with the signs of $H=-T+V$.

**Region and lattice.** In `region_hamiltonian`, `hin` is the cancellation inside $S$, and `Finset.sum_comm` does the renaming of $i$ and $j$. `hsplit` divides the sum over $j$ between $S$ and its complement. The final rewriting sums the site formula over $S$. `total_number_conserved` takes $S$ to be `Finset.univ`, whose complement is empty.

**Polynomials.** `isBoseModes_witness` proves the three relations for `polyA` and `polyB`. The mixed relation is the Leibniz rule for $\partial_i(X_jp)$. For two derivatives, the proof uses that their commutator is again a derivation, so it vanishes everywhere once it vanishes on the variables. Multiplications commute by `ring`.

`number_hamiltonian_one_boson` takes a different route from the direct evaluation above: it applies the site formula and lets each exchange operator act on $X_j$. The statement `key` records that only the bond to $j$ contributes, with value $t_{ij}X_i$, and the sum over bonds reduces to that term.
